# An energy of the magnetization's length alone exerts no torque

Take a magnetization along the third axis, $m=(0,0,s)$ with $s>0$, and an energy $f(\|m\|)$ with $f$ differentiable at $s$. Tilting $m$ by a small $\varepsilon$ along the first axis changes its length to $\sqrt{s^2+\varepsilon^2}=s+O(\varepsilon^2)$, so the energy does not change to first order. The same holds along the second axis. Only stretching $m$ costs energy at first order, and the gradient is $B=(0,0,f'(s))$. It is parallel to $m$, so $m\times B=0$, and the spin coupling $B\cdot\sigma=f'(s)\,\sigma_z$ commutes with $m\cdot\sigma=s\,\sigma_z$.

## The derivation for any direction

Let $m\in\mathbb R^3$ be nonzero, with components $m_0,m_1,m_2$, and let $f$ have derivative $f'$ at $\|m\|$. Since $\|m\|=\sqrt{m_0^2+m_1^2+m_2^2}$ and the root is taken at a positive number,
$$\frac{\partial\|m\|}{\partial m_i}=\frac{2m_i}{2\|m\|}=\frac{m_i}{\|m\|},\qquad B=\nabla f(\|m\|)=\frac{f'}{\|m\|}\,m .$$
Hence $m\times B=(f'/\|m\|)\,m\times m=0$.

For the spin couplings, write $v\cdot\sigma=v_0\sigma_x+v_1\sigma_y+v_2\sigma_z$. The Pauli algebra gives $(a\cdot\sigma)(b\cdot\sigma)=(a\cdot b)\,1+i(a\times b)\cdot\sigma$. Exchanging $a$ and $b$ and subtracting leaves
$$[a\cdot\sigma,b\cdot\sigma]=2i\,(a\times b)\cdot\sigma .$$
If $v\cdot\sigma=0$, its diagonal gives $v_2=0$, and its off-diagonal entry $v_0-iv_1=0$ gives $v_0=v_1=0$. Two couplings therefore commute exactly when the cross product of their vectors vanishes, and $B\cdot\sigma$ commutes with $m\cdot\sigma$.

For a numerical instance, take $m=(1,2,2)$ and $f(s)=-s^3$. Then $\|m\|=3$, $f'(3)=-27$ and $B=-9m=(-9,-18,-18)$. The first component of $m\times B$ is $2(-18)-2(-18)=0$, and the other two vanish likewise. By contrast, the energy $E(m)=m_2$ depends on direction. Its gradient $B=(0,0,1)$ gives $m\times B=(2,-1,0)$ and the commutator $[m\cdot\sigma,\sigma_z]=2i(2\sigma_x-\sigma_y)$.

## The converse

Suppose that $E$ has a gradient $B(m)$ at every $m\neq0$, and that $m\times B(m)=0$ there. If $v\perp m$, Lagrange's identity reads
$$0=(m\times B)\cdot(m\times v)=(m\cdot m)(B\cdot v)-(m\cdot v)(B\cdot m)=\|m\|^2\,B\cdot v,$$
so $B\cdot v=0$.

Let $a\neq0$ and $c$ be orthogonal and of equal length. The path $\gamma(t)=\cos t\,a+\sin t\,c$ keeps the length $\|a\|$, and its velocity $\gamma'(t)=-\sin t\,a+\cos t\,c$ is perpendicular to $\gamma(t)$. Therefore $\frac{d}{dt}E(\gamma(t))=B(\gamma(t))\cdot\gamma'(t)=0$. Comparing $t=0$ with $t=\pi/2$ gives $E(a)=E(c)$.

Now let $a$ and $b$ be any nonzero vectors of equal length. The matrix with rows $a,b,b$ is singular, so it annihilates some $w\neq0$, which is perpendicular to both. Rescaled to length $\|a\|$, this vector becomes a $c$ with $E(a)=E(c)=E(b)$. If the common length is zero, then $a=b=0$ and nothing remains to show.

## Magnetization, field and torque in Lean

```lean
import Mathlib

open Matrix

namespace SpinDensityTorque

noncomputable section

/-- Magnetization vectors and exchange fields live in Euclidean three-space. -/
abbrev Vec := EuclideanSpace ℝ (Fin 3)
```

A `Vec` is the magnetization at one point of space, with the Euclidean norm and inner product. Components are numbered 0, 1, 2.

```lean
/-- The coupling `v · σ` of a real vector to the Pauli matrices. -/
def pauliDot (v : Fin 3 → ℝ) : Matrix (Fin 2) (Fin 2) ℂ :=
  !![(v 2 : ℂ), (v 0 : ℂ) - (v 1 : ℂ) * Complex.I;
     (v 0 : ℂ) + (v 1 : ℂ) * Complex.I, -(v 2 : ℂ)]
```

This is $v\cdot\sigma$ in the basis where $\sigma_z$ is diagonal. No factor of $\hbar/2$ or Bohr magneton is included.

```lean
/-- The cross product `m × B`, which is the torque of a field `B` on a magnetization `m` up to a
nonzero constant factor whose sign depends on the convention for `B`. -/
def torque (m B : Vec) : Fin 3 → ℝ := crossProduct m.ofLp B.ofLp
```

Here `ofLp` passes from a Euclidean vector to its plain components, on which Mathlib's cross product acts.

```lean
/-- The field `f' m / ‖m‖`, where `f'` is the slope of the energy in the length of `m`. -/
def exchangeField (f' : ℝ) (m : Vec) : Vec := (f' / ‖m‖) • m
```

The field is the gradient of the energy with a plus sign, the convention in which $B\cdot\sigma$ is added to the Hamiltonian. With this sign the torque on the magnetization points along $-m\times B$; whether it vanishes does not depend on the sign. The number `f'` is a free argument at this stage; the theorems tie it to $f$ through a derivative hypothesis.

## The gradient is parallel to the magnetization

```lean
/-- The gradient of the local energy `f(‖m‖)` at a nonzero magnetization is the
exchange field `f'(‖m‖) m / ‖m‖`. -/
theorem hasGradientAt_local {f : ℝ → ℝ} {f' : ℝ} {m : Vec} (hm : m ≠ 0)
    (hf : HasDerivAt f f' ‖m‖) :
    HasGradientAt (fun x : Vec => f ‖x‖) (exchangeField f' m) m := by
  -- the norm is the square root of the smooth function `‖x‖ ^ 2`
  have h1 : HasFDerivAt (fun x : Vec => ‖x‖) ((1 / ‖m‖) • innerSL ℝ m) m := by
    have h := (hasStrictFDerivAt_norm_sq m).hasFDerivAt.sqrt
      (pow_ne_zero 2 (norm_ne_zero_iff.mpr hm))
    simp only [Real.sqrt_sq (norm_nonneg _)] at h
    refine h.congr_fderiv ?_
    module
  rw [hasGradientAt_iff_hasFDerivAt]
  refine (hf.comp_hasFDerivAt m h1).congr_fderiv ?_
  refine ContinuousLinearMap.ext fun v => ?_
  change f' * (1 / ‖m‖ * inner ℝ m v) = inner ℝ ((f' / ‖m‖) • m) v
  rw [real_inner_smul_left]
  ring
```

The hypothesis `HasDerivAt f f' ‖m‖` asks for differentiability at the single length $\|m\|$. The condition $m\neq0$ keeps away from the origin, where $f(\|m\|)$ can have a cusp.

The step `h1` differentiates the norm as the square root of $\|x\|^2$. The chain rule then supplies the derivative of $f(\|x\|)$, and the last lines check that its action on a vector $v$ is the inner product of the exchange field with $v$.

## Commuting spin couplings

```lean
/-- The commutator of two spin couplings is `[a · σ, b · σ] = 2i (a × b) · σ`. -/
theorem pauliDot_commutator (a b : Fin 3 → ℝ) :
    pauliDot a * pauliDot b - pauliDot b * pauliDot a
      = (2 * Complex.I) • pauliDot (crossProduct a b) := by
  ext i j
  fin_cases i <;> fin_cases j <;>
    simp [pauliDot, cross_apply] <;>
    first
      | ring1
      | linear_combination (2 * ((a 2 : ℂ) * b 0 - a 0 * b 2)) * Complex.I_sq
      | linear_combination (-2 * ((a 2 : ℂ) * b 0 - a 0 * b 2)) * Complex.I_sq
```

The proof compares the four matrix entries instead of invoking the Pauli algebra. The off-diagonal entries need $i^2=-1$, which `linear_combination` supplies with the right coefficient.

```lean
/-- Two spin couplings `a · σ` and `b · σ` commute exactly when `a × b = 0`. -/
theorem pauliDot_comm_iff (a b : Fin 3 → ℝ) :
    pauliDot a * pauliDot b = pauliDot b * pauliDot a ↔ crossProduct a b = 0 := by
  rw [← sub_eq_zero, pauliDot_commutator]
  constructor
  · intro h
    have h' : pauliDot (crossProduct a b) = 0 :=
      (smul_eq_zero.mp h).resolve_left (mul_ne_zero two_ne_zero Complex.I_ne_zero)
    generalize crossProduct a b = v at h'
    -- read the three components off the matrix entries
    have h00 := congrFun (congrFun h' 0) 0
    have h01 := congrFun (congrFun h' 0) 1
    simp [pauliDot] at h00
    simp [pauliDot, Complex.ext_iff] at h01
    funext i
    fin_cases i
    · exact h01.1
    · exact h01.2
    · exact h00
  · intro h
    rw [h]
    ext i j
    fin_cases i <;> fin_cases j <;> simp [pauliDot]
```

From left to right, the nonzero factor $2i$ is removed and the components of the cross product are read off two matrix entries, as in the derivation by hand. The other direction evaluates the coupling of the zero vector.

## The theorem for local functionals

```lean
/-- A local spin-density functional `f(‖m‖)` exerts no torque: its gradient `B` at a nonzero
magnetization is the exchange field, `m × B = 0`, and `B · σ` commutes with `m · σ`. -/
theorem local_functional_no_torque {f : ℝ → ℝ} {f' : ℝ} {m : Vec} (hm : m ≠ 0)
    (hf : HasDerivAt f f' ‖m‖) :
    HasGradientAt (fun x : Vec => f ‖x‖) (exchangeField f' m) m ∧
    torque m (exchangeField f' m) = 0 ∧
    pauliDot (exchangeField f' m).ofLp * pauliDot m.ofLp
      = pauliDot m.ofLp * pauliDot (exchangeField f' m).ofLp := by
  have ht : torque m (exchangeField f' m) = 0 := by
    unfold torque exchangeField
    rw [WithLp.ofLp_smul, map_smul, cross_self, smul_zero]
  exact ⟨hasGradientAt_local hm hf, ht, ((pauliDot_comm_iff _ _).mpr ht).symm⟩
```

The three conclusions are the gradient formula, the vanishing torque and the commutation. The torque vanishes because the scalar comes out of the cross product and `cross_self` gives $m\times m=0$; the commutation follows from the previous equivalence.

The theorem concerns an ordinary function of one vector. In the local spin-density approximation the energy density at a point depends on the charge density and on $\|m\|$; with the charge density held fixed, $f$ is that function of $\|m\|$, and $B$ is the exchange-correlation field at the point. Energies that depend on gradients of $m$ are not covered. For noncollinear spin dynamics, this means that an exchange-correlation energy of this strictly local form adds no torque of its own at any point where $m\neq0$ and $f$ is differentiable at $\|m\|$, while external fields and other terms in the Hamiltonian may still turn the magnetization.

In a noncollinear code the formula can be applied at each grid point. With charge density $n$, one forms $n_{\uparrow,\downarrow}=(n\pm\|m\|)/2$, evaluates a collinear local functional to obtain the potentials $v_\uparrow$ and $v_\downarrow$, and sets
$$B=\frac{v_\uparrow-v_\downarrow}{2}\,\frac{m}{\|m\|},$$
with a safeguard where $\|m\|$ is very small. The prefactor is $f'(\|m\|)$ by the chain rule. On the grid $m\times B$ should vanish up to rounding. Evaluating it tests only the direction of $B$: a wrong prefactor would pass unnoticed.

## From zero torque back to the length

```lean
/-- The scalar product of two vectors in Cartesian components. -/
theorem inner_components (x y : Vec) :
    inner ℝ x y = x 0 * y 0 + x 1 * y 1 + x 2 * y 2 := by
  simp [PiLp.inner_apply, Fin.sum_univ_three]
  ring

/-- A field without torque on a nonzero `m` has no component perpendicular to `m`. -/
theorem inner_eq_zero_of_torque {m B v : Vec} (hm : m ≠ 0) (h : torque m B = 0)
    (hv : inner ℝ m v = 0) : inner ℝ B v = 0 := by
  unfold torque at h
  rw [cross_apply] at h
  have h0 : m 1 * B 2 - m 2 * B 1 = 0 := congrFun h 0
  have h1 : m 2 * B 0 - m 0 * B 2 = 0 := congrFun h 1
  have h2 : m 0 * B 1 - m 1 * B 0 = 0 := congrFun h 2
  -- Lagrange's identity for `(m × B) · (m × v)`
  have key : inner ℝ m m * inner ℝ B v = 0 := by
    rw [inner_components] at hv
    rw [inner_components, inner_components]
    linear_combination (m 0 * B 0 + m 1 * B 1 + m 2 * B 2) * hv
      + (m 1 * v 2 - m 2 * v 1) * h0 + (m 2 * v 0 - m 0 * v 2) * h1
      + (m 0 * v 1 - m 1 * v 0) * h2
  exact (mul_eq_zero.mp key).resolve_left (inner_self_ne_zero.mpr hm)
```

The component formula turns inner products into polynomials. The equation `key` is Lagrange's identity with the torque components `h0`, `h1`, `h2` and the orthogonality `hv` set to zero. Dividing by $m\cdot m\neq0$ finishes the argument.

```lean
/-- A torque-free energy takes equal values on orthogonal magnetizations of equal length. -/
theorem energy_quarter_turn {E : Vec → ℝ} {B : Vec → Vec}
    (hE : ∀ m, m ≠ 0 → HasGradientAt E (B m) m) (hB : ∀ m, m ≠ 0 → torque m (B m) = 0)
    {a c : Vec} (ha : a ≠ 0) (hac : inner ℝ a c = 0) (hn : ‖a‖ = ‖c‖) : E a = E c := by
  have hca : inner ℝ c a = 0 := by rw [real_inner_comm]; exact hac
  have hcc : inner ℝ c c = inner ℝ a a := by
    rw [real_inner_self_eq_norm_sq, real_inner_self_eq_norm_sq, hn]
  -- rotate `a` into `c` along a great circle
  obtain ⟨γ, hγ⟩ : ∃ γ : ℝ → Vec, ∀ t, γ t = Real.cos t • a + Real.sin t • c :=
    ⟨_, fun _ => rfl⟩
  have hd : ∀ t, HasDerivAt γ ((-Real.sin t) • a + Real.cos t • c) t := by
    intro t
    rw [funext hγ]
    exact ((Real.hasDerivAt_cos t).smul_const a).fun_add
      ((Real.hasDerivAt_sin t).smul_const c)
  have h0 : ∀ t, γ t ≠ 0 := by
    intro t h
    have hs : inner ℝ (γ t) (γ t) = inner ℝ a a := by
      rw [hγ]
      simp only [inner_add_left, inner_add_right, real_inner_smul_left,
        real_inner_smul_right, hac, hca, hcc]
      linear_combination (inner ℝ a a) * Real.sin_sq_add_cos_sq t
    rw [h, inner_zero_left] at hs
    exact inner_self_ne_zero.mpr ha hs.symm
  have hc : ∀ t, HasDerivAt (E ∘ γ) 0 t := by
    intro t
    refine ((hE _ (h0 t)).hasFDerivAt.comp_hasDerivAt t (hd t)).congr_deriv ?_
    refine inner_eq_zero_of_torque (h0 t) (hB _ (h0 t)) ?_
    rw [hγ]
    simp only [inner_add_left, inner_add_right, real_inner_smul_left,
      real_inner_smul_right, hac, hca, hcc]
    ring
  have h := is_const_of_deriv_eq_zero (fun t => (hc t).differentiableAt)
    (fun t => (hc t).deriv) 0 (Real.pi / 2)
  simpa [hγ] using h
```

The hypotheses `hE` and `hB` say that $B$ is the gradient of $E$ and exerts no torque, both at every nonzero magnetization. The proof follows the great circle: `hd` is its velocity, `h0` shows that it avoids the origin, and `hc` shows that the energy has zero derivative along it. A function on the line with zero derivative everywhere is constant, which is applied at $0$ and $\pi/2$.

```lean
/-- Converse: an energy that is differentiable and torque-free at every nonzero magnetization
depends only on the length of the magnetization. -/
theorem torque_free_depends_on_norm {E : Vec → ℝ} {B : Vec → Vec}
    (hE : ∀ m, m ≠ 0 → HasGradientAt E (B m) m) (hB : ∀ m, m ≠ 0 → torque m (B m) = 0)
    {a b : Vec} (hab : ‖a‖ = ‖b‖) : E a = E b := by
  by_cases ha : a = 0
  · have hb : b = 0 := by rw [← norm_eq_zero, ← hab, ha, norm_zero]
    rw [ha, hb]
  have hb : b ≠ 0 := by
    rw [← norm_ne_zero_iff, ← hab]
    exact norm_ne_zero_iff.mpr ha
  -- a common perpendicular `w` exists because a matrix with a repeated row is singular
  have hdet : (!![a 0, a 1, a 2; b 0, b 1, b 2; b 0, b 1, b 2] :
      Matrix (Fin 3) (Fin 3) ℝ).det = 0 := by
    simp [Matrix.det_fin_three]
    ring
  obtain ⟨w, hw, h⟩ := Matrix.exists_mulVec_eq_zero_iff.mpr hdet
  have h0 := congrFun h 0
  have h1 := congrFun h 1
  simp [Matrix.mulVec, dotProduct, Fin.sum_univ_three] at h0 h1
  obtain ⟨u, hu⟩ : ∃ u : Vec, u = WithLp.toLp 2 w := ⟨_, rfl⟩
  have hu0 : ‖u‖ ≠ 0 := by
    rw [norm_ne_zero_iff, hu]
    exact fun h => hw (congrArg WithLp.ofLp h)
  have hau : inner ℝ a u = 0 := by rw [inner_components, hu]; exact h0
  have hbu : inner ℝ b u = 0 := by rw [inner_components, hu]; exact h1
  -- rescale it to the common length and make two quarter turns
  have hn : ‖(‖a‖ / ‖u‖) • u‖ = ‖a‖ := by
    rw [norm_smul, norm_div, norm_norm, norm_norm, div_mul_cancel₀ _ hu0]
  have e1 := energy_quarter_turn hE hB (c := (‖a‖ / ‖u‖) • u) ha
    (by rw [real_inner_smul_right, hau, mul_zero]) hn.symm
  have e2 := energy_quarter_turn hE hB (c := (‖a‖ / ‖u‖) • u) hb
    (by rw [real_inner_smul_right, hbu, mul_zero]) (hab.symm.trans hn.symm)
  exact e1.trans e2.symm

end

end SpinDensityTorque
```

The conclusion is that $E$ takes equal values on vectors of equal length. Nothing is assumed about $E$ at the origin, not even continuity. The torque must vanish at all nonzero $m$, however: a single torque-free magnetization, such as an equilibrium direction of an anisotropic magnet, says nothing of this kind.

In the proof, `hdet` is the vanishing determinant of the matrix with the repeated row, and `exists_mulVec_eq_zero_iff` turns it into the common perpendicular. The equalities `e1` and `e2` are the two quarter turns, from $a$ and from $b$ to the rescaled perpendicular.

```lean
#print axioms SpinDensityTorque.local_functional_no_torque
#print axioms SpinDensityTorque.torque_free_depends_on_norm
```

```
'SpinDensityTorque.local_functional_no_torque' depends on axioms: [propext, Classical.choice, Quot.sound]
'SpinDensityTorque.torque_free_depends_on_norm' depends on axioms: [propext, Classical.choice, Quot.sound]
```
